# Mixing Two Degenerate States to Make the Branching-Plane Vectors Orthogonal in the Linear Model

Whether two gradient vectors are orthogonal depends on the inner product chosen for nuclear displacements: Cartesian and mass-weighted coordinates can give different answers. We therefore let the displacements $x$ form any real inner product space $V$ and express all angles and lengths through its inner product $\langle\cdot,\cdot\rangle$. Near a crossing of two real electronic states, placed at $x=0$ with energy zero, we take the linear Hamiltonian

$$H(x)=\langle s,x\rangle\,\mathbf 1+\begin{pmatrix}\langle g,x\rangle&\langle h,x\rangle\\ \langle h,x\rangle&-\langle g,x\rangle\end{pmatrix}.$$

Here $s$ is the mean slope, $g$ is half the difference of the two diagonal gradients, and $h$ is the gradient of the coupling. At the crossing the two states are degenerate, so any rotation of them is an equally good basis. The claim is that, for linearly independent $g$ and $h$, some rotation makes the two vectors orthogonal without changing the plane they span.

## How the vectors turn with the states

Let the new states be the columns of

$$U=\begin{pmatrix}\cos\theta&-\sin\theta\\ \sin\theta&\cos\theta\end{pmatrix}.$$

Write $a=\langle g,x\rangle$ and $b=\langle h,x\rangle$. The identity part of $H$ is unchanged because $U^TU=\mathbf 1$. In the traceless part, the upper diagonal element becomes

$$a\cos^2\theta+2b\sin\theta\cos\theta-a\sin^2\theta=a\cos2\theta+b\sin2\theta,$$

the lower one is its negative, and the coupling becomes

$$b(\cos^2\theta-\sin^2\theta)-2a\sin\theta\cos\theta=b\cos2\theta-a\sin2\theta.$$

Thus $U^TH(x)U$ has the original form, with the same $s$ and with

$$g'=Cg+Sh,\qquad h'=Ch-Sg,\qquad C=\cos2\theta,\quad S=\sin2\theta.$$

Since $C^2+S^2=1$, these relations invert to $g=Cg'-Sh'$ and $h=Sg'+Ch'$. Each pair lies in the span of the other, so the spans agree.

## Choosing the angle

Let $p=\langle g,h\rangle$ and $D=(\|g\|^2-\|h\|^2)/2$, with primes for the rotated pair. Expanding the inner products gives

$$p'=(C^2-S^2)p-2CS\,D=p\cos4\theta-D\sin4\theta,$$
$$D'=(C^2-S^2)D+2CS\,p=D\cos4\theta+p\sin4\theta.$$

The same expansion shows that $\|g'\|^2+\|h'\|^2=\|g\|^2+\|h\|^2$. Moreover $D'^2+p'^2=D^2+p^2$, so the Gram determinant

$$\|g\|^2\|h\|^2-p^2=\left(\frac{\|g\|^2+\|h\|^2}{2}\right)^2-D^2-p^2$$

is also invariant.

Now write $D=r\cos\varphi$ and $p=r\sin\varphi$ with $r\ge0$, and take $\theta=\varphi/4$. Then

$$p'=r(\sin\varphi\cos\varphi-\cos\varphi\sin\varphi)=0,\qquad D'=r(\cos^2\varphi+\sin^2\varphi)=r\ge0.$$

The new vectors are orthogonal and $\|g'\|\ge\|h'\|$. If $h'$ were zero, then $-Sg+Ch=0$, and linear independence would force $S=C=0$, contradicting $C^2+S^2=1$. Hence both vectors are nonzero.

If the pair is already orthogonal with unequal lengths, then $p'=-D\sin4\theta$ with $D\ne0$. This vanishes exactly when $\theta=k\pi/4$ for an integer $k$. Even $k$ changes at most the common sign of the vectors, while odd $k$ exchanges them up to signs. If every $\theta$ gives an orthogonal pair, then $\theta=0$ yields $p=0$ and $\theta=\pi/8$ yields $D=0$. Conversely, $p=D=0$ makes $p'=0$ for all $\theta$.

**A numerical instance.** In the plane take $g=(4,-1)$ and $h=(2,2)$. Then $p=6$ and $D=(17-8)/2=9/2$, so $r=15/2$, $\cos\varphi=3/5$ and $\sin\varphi=4/5$. With $2\theta=\varphi/2$ we get $C=2/\sqrt5$ and $S=1/\sqrt5$, hence $g'=(2\sqrt5,0)$ and $h'=(0,\sqrt5)$. The squared lengths 20 and 5 add up to $17+8$, and the Gram determinant is 100 for both pairs.

**Equal lengths instead of a right angle.** Taking $4\theta=\varphi+\pi/2$ in the same formulas gives $D'=0$ and $p'=-r$. Some mixing therefore makes the two vectors equally long, generally at the cost of orthogonality.

## The model in Lean

```lean
import Mathlib

open Matrix

namespace BranchingPlaneRotation

noncomputable section

variable {V : Type*} [NormedAddCommGroup V] [InnerProductSpace ℝ V]
```

No dimension is fixed for `V`, which may be $\mathbb R^n$ with the usual or a mass-weighted inner product.

```lean
/-- The linear two-state Hamiltonian at displacement `x` from a crossing point, with mean
slope `s`, half gradient difference `g` and coupling gradient `h`. -/
def hamiltonian (s g h x : V) : Matrix (Fin 2) (Fin 2) ℝ :=
  (inner ℝ s x : ℝ) • (1 : Matrix (Fin 2) (Fin 2) ℝ) +
    !![inner ℝ g x, inner ℝ h x; inner ℝ h x, -inner ℝ g x]
```

The expression `inner ℝ g x` is $\langle g,x\rangle$. The vectors `s`, `g` and `h` are given data; they are not derived from electronic wavefunctions, and terms beyond first order in `x` are absent.

```lean
/-- The matrix whose columns are the two electronic states mixed by the angle `θ`. -/
def stateRotation (θ : ℝ) : Matrix (Fin 2) (Fin 2) ℝ :=
  !![Real.cos θ, -Real.sin θ; Real.sin θ, Real.cos θ]
```

The angle `θ` is the same at every displacement. Only proper rotations of real states are included, not a sign change of a single state.

```lean
/-- The combination `cos 2θ • g + sin 2θ • h`, which replaces `g` after the states are mixed by `θ`.
-/
def rotG (θ : ℝ) (g h : V) : V := Real.cos (2 * θ) • g + Real.sin (2 * θ) • h

/-- The combination `cos 2θ • h - sin 2θ • g`, which replaces `h` after the states are mixed by `θ`.
-/
def rotH (θ : ℝ) (g h : V) : V := Real.cos (2 * θ) • h - Real.sin (2 * θ) • g
```

These are $g'$ and $h'$, defined for any two vectors, independent or not.

## Form, plane and invariants

```lean
/-- Mixing the two states by `θ` gives a Hamiltonian of the same form, in which the pair `(g, h)` is
replaced by `(rotG θ g h, rotH θ g h)` and the mean slope is unchanged. -/
theorem hamiltonian_rotated (θ : ℝ) (s g h x : V) :
    (stateRotation θ)ᵀ * hamiltonian s g h x * stateRotation θ =
      hamiltonian s (rotG θ g h) (rotH θ g h) x := by
  -- the matrix identity for arbitrary numbers with c² + d² = 1
  have key : ∀ e a b c d : ℝ, c ^ 2 + d ^ 2 = 1 →
      !![c, -d; d, c]ᵀ * (e • (1 : Matrix (Fin 2) (Fin 2) ℝ) + !![a, b; b, -a]) *
        !![c, -d; d, c] =
      e • (1 : Matrix (Fin 2) (Fin 2) ℝ) +
        !![(c ^ 2 - d ^ 2) * a + 2 * d * c * b, (c ^ 2 - d ^ 2) * b - 2 * d * c * a;
           (c ^ 2 - d ^ 2) * b - 2 * d * c * a,
           -((c ^ 2 - d ^ 2) * a + 2 * d * c * b)] := by
    intro e a b c d hcd
    ext i j
    fin_cases i <;> fin_cases j <;>
      simp [Matrix.mul_apply, Fin.sum_univ_two] <;>
      first
        | linear_combination e * hcd
        | ring1
  unfold hamiltonian stateRotation
  rw [key _ _ _ _ _ (Real.cos_sq_add_sin_sq θ)]
  simp only [rotG, rotH, inner_add_left, inner_sub_left, real_inner_smul_left,
    Real.cos_two_mul', Real.sin_two_mul]
```

The theorem states $U^TH(x)U=H'(x)$ for every angle and displacement. The auxiliary `key` is the matrix product for plain numbers, with `c` and `d` standing for $\cos\theta$ and $\sin\theta$. It is checked entry by entry: the diagonal entries need $c^2+d^2=1$ for the mean energy, and the others are pure algebra. The double-angle formulas and linearity of the inner product then identify the result.

```lean
/-- The pair `rotG θ g h`, `rotH θ g h` has the same linear span as the pair `g`, `h`. -/
theorem span_rotated (θ : ℝ) (g h : V) :
    Submodule.span ℝ {rotG θ g h, rotH θ g h} = Submodule.span ℝ {g, h} := by
  have hcs := Real.cos_sq_add_sin_sq (2 * θ)
  apply le_antisymm
  · have h1 : rotG θ g h ∈ Submodule.span ℝ {g, h} :=
      Submodule.mem_span_pair.mpr ⟨Real.cos (2 * θ), Real.sin (2 * θ), rfl⟩
    have h2 : rotH θ g h ∈ Submodule.span ℝ {g, h} :=
      Submodule.mem_span_pair.mpr ⟨-Real.sin (2 * θ), Real.cos (2 * θ), by
        unfold rotH; module⟩
    exact Submodule.span_le.mpr (Set.insert_subset h1 (Set.singleton_subset_iff.mpr h2))
  · -- undo the rotation
    have h1 : g ∈ Submodule.span ℝ {rotG θ g h, rotH θ g h} :=
      Submodule.mem_span_pair.mpr ⟨Real.cos (2 * θ), -Real.sin (2 * θ), by
        unfold rotG rotH; linear_combination (norm := module) hcs • g⟩
    have h2 : h ∈ Submodule.span ℝ {rotG θ g h, rotH θ g h} :=
      Submodule.mem_span_pair.mpr ⟨Real.sin (2 * θ), Real.cos (2 * θ), by
        unfold rotG rotH; linear_combination (norm := module) hcs • h⟩
    exact Submodule.span_le.mpr (Set.insert_subset h1 (Set.singleton_subset_iff.mpr h2))
```

`Submodule.span ℝ {g, h}` is the set of all real combinations of the two vectors, which is the branching plane when they are independent. The two halves of the proof are the two inclusions, and the coefficients supplied to `mem_span_pair` are those of the rotation and its inverse.

```lean
/-- The sum of the squared lengths of the two vectors and their Gram determinant do not
depend on how the two states are mixed. -/
theorem rotation_invariants (θ : ℝ) (g h : V) :
    ‖rotG θ g h‖ ^ 2 + ‖rotH θ g h‖ ^ 2 = ‖g‖ ^ 2 + ‖h‖ ^ 2 ∧
    ‖rotG θ g h‖ ^ 2 * ‖rotH θ g h‖ ^ 2 - (inner ℝ (rotG θ g h) (rotH θ g h)) ^ 2 =
      ‖g‖ ^ 2 * ‖h‖ ^ 2 - (inner ℝ g h) ^ 2 := by
  have hcs := Real.cos_sq_add_sin_sq (2 * θ)
  simp only [← real_inner_self_eq_norm_sq, rotG, rotH, inner_add_left, inner_add_right,
    inner_sub_left, inner_sub_right, real_inner_smul_left, real_inner_smul_right,
    real_inner_comm g h]
  constructor
  · linear_combination (inner ℝ g g + inner ℝ h h) * hcs
  · linear_combination (inner ℝ g g * inner ℝ h h - (inner ℝ g h) ^ 2) *
      (Real.cos (2 * θ) ^ 2 + Real.sin (2 * θ) ^ 2 + 1) * hcs
```

The first conjunct is the sum of squared lengths, the second the Gram determinant. Lean expands both in inner products and reduces them with $C^2+S^2=1$, without the detour through $D'^2+p'^2$.

```lean
/-- Under mixing of the states by `θ`, the overlap of the two vectors and the difference of
their squared lengths transform into each other with the angle `4θ`. -/
theorem overlap_and_asymmetry (θ : ℝ) (g h : V) :
    inner ℝ (rotG θ g h) (rotH θ g h) =
      Real.cos (4 * θ) * inner ℝ g h - Real.sin (4 * θ) * ((‖g‖ ^ 2 - ‖h‖ ^ 2) / 2) ∧
    ‖rotG θ g h‖ ^ 2 - ‖rotH θ g h‖ ^ 2 =
      Real.cos (4 * θ) * (‖g‖ ^ 2 - ‖h‖ ^ 2) + 2 * Real.sin (4 * θ) * inner ℝ g h := by
  have h4 : 4 * θ = 2 * (2 * θ) := by ring
  rw [h4, Real.cos_two_mul' (2 * θ), Real.sin_two_mul (2 * θ)]
  simp only [← real_inner_self_eq_norm_sq, rotG, rotH, inner_add_left, inner_add_right,
    inner_sub_left, inner_sub_right, real_inner_smul_left, real_inner_smul_right,
    real_inner_comm g h]
  constructor <;> ring
```

These are the formulas for $p'$ and $2D'$. After $4\theta$ is written as twice $2\theta$, both sides are polynomials in $C$, $S$ and the inner products, and `ring` compares them.

## The orthogonal pair and its remaining freedom

```lean
/-- For linearly independent `g` and `h`, some mixing of the two states makes the vectors
orthogonal and nonzero, the first at least as long as the second, in the same branching
plane and with a Hamiltonian of the same form at every displacement. -/
theorem exists_orthogonal_branching_vectors (g h : V) (hgh : LinearIndependent ℝ ![g, h]) :
    ∃ θ : ℝ, inner ℝ (rotG θ g h) (rotH θ g h) = 0 ∧
      0 < ‖rotH θ g h‖ ∧ ‖rotH θ g h‖ ≤ ‖rotG θ g h‖ ∧
      Submodule.span ℝ {rotG θ g h, rotH θ g h} = Submodule.span ℝ {g, h} ∧
      ∀ s x : V, (stateRotation θ)ᵀ * hamiltonian s g h x * stateRotation θ =
        hamiltonian s (rotG θ g h) (rotH θ g h) x := by
  -- polar coordinates of (half the asymmetry, overlap)
  obtain ⟨r, φ, hr, hb, ha⟩ : ∃ r φ : ℝ, 0 ≤ r ∧
      r * Real.cos φ = (‖g‖ ^ 2 - ‖h‖ ^ 2) / 2 ∧ r * Real.sin φ = inner ℝ g h := by
    let z : ℂ := ⟨(‖g‖ ^ 2 - ‖h‖ ^ 2) / 2, inner ℝ g h⟩
    exact ⟨‖z‖, z.arg, norm_nonneg z, Complex.norm_mul_cos_arg z,
      Complex.norm_mul_sin_arg z⟩
  obtain ⟨h1, h2⟩ := overlap_and_asymmetry (φ / 4) g h
  rw [show 4 * (φ / 4) = φ by ring] at h1 h2
  refine ⟨φ / 4, ?_, ?_, ?_, span_rotated _ g h, fun s x => hamiltonian_rotated _ s g h x⟩
  · rw [h1]
    linear_combination Real.sin φ * hb - Real.cos φ * ha
  · -- a vanishing rotated vector would be a linear relation between g and h
    rw [norm_pos_iff]
    intro h0
    have hrel : (-Real.sin (2 * (φ / 4))) • g + Real.cos (2 * (φ / 4)) • h = 0 := by
      rw [← h0]
      unfold rotH
      module
    obtain ⟨hs, hc⟩ := LinearIndependent.pair_iff.mp hgh _ _ hrel
    have hcs := Real.cos_sq_add_sin_sq (2 * (φ / 4))
    rw [hc, neg_eq_zero.mp hs] at hcs
    norm_num at hcs
  · have h3 : ‖rotG (φ / 4) g h‖ ^ 2 - ‖rotH (φ / 4) g h‖ ^ 2 = 2 * r := by
      rw [h2]
      linear_combination (-2 * Real.cos φ) * hb - 2 * Real.sin φ * ha +
        2 * r * Real.cos_sq_add_sin_sq φ
    by_contra hlt
    have hlt' := lt_of_not_ge hlt
    nlinarith [norm_nonneg (rotG (φ / 4) g h), norm_nonneg (rotH (φ / 4) g h)]
```

The hypothesis `LinearIndependent ℝ ![g, h]` says that `g` and `h` span a plane; the degeneracy is then lifted to first order along every nonzero direction in that plane, as at a conical intersection. One angle delivers all the conclusions together: orthogonality, the length ordering, the unchanged plane, and the form of the Hamiltonian for all `s` and `x`.

The polar coordinates come from the modulus and argument of the complex number $D+ip$. The first bullet is the cancellation in $p'$. The second turns $h'=0$ into a linear relation and contradicts independence. The third computes $\|g'\|^2-\|h'\|^2=2r$ and deduces the ordering of the lengths.

```lean
/-- If `g` and `h` are orthogonal and of different length, the rotated pair is orthogonal
exactly when the mixing angle is an integer multiple of `π/4`. -/
theorem orthogonal_iff_quarter_pi (θ : ℝ) (g h : V) (h0 : inner ℝ g h = (0 : ℝ))
    (hne : ‖g‖ ≠ ‖h‖) :
    inner ℝ (rotG θ g h) (rotH θ g h) = (0 : ℝ) ↔ ∃ k : ℤ, θ = k * (Real.pi / 4) := by
  have hd : (‖g‖ ^ 2 - ‖h‖ ^ 2) / 2 ≠ 0 := by
    intro hz
    apply hne
    have hsq : ‖g‖ ^ 2 = ‖h‖ ^ 2 := by linarith
    exact (sq_eq_sq₀ (norm_nonneg g) (norm_nonneg h)).mp hsq
  rw [(overlap_and_asymmetry θ g h).1, h0, mul_zero, zero_sub, neg_eq_zero,
    mul_eq_zero, or_iff_left hd, Real.sin_eq_zero_iff]
  constructor
  · rintro ⟨k, hk⟩
    exact ⟨k, by linarith⟩
  · rintro ⟨k, hk⟩
    exact ⟨k, by rw [hk]; ring⟩
```

The hypothesis `hne` makes $D\ne0$, so orthogonality reduces to $\sin4\theta=0$, whose solutions are supplied by `Real.sin_eq_zero_iff`.

```lean
/-- Every mixing of the two states gives an orthogonal pair exactly when `g` and `h` are
orthogonal and of equal length. -/
theorem always_orthogonal_iff (g h : V) :
    (∀ θ : ℝ, inner ℝ (rotG θ g h) (rotH θ g h) = (0 : ℝ)) ↔
      inner ℝ g h = (0 : ℝ) ∧ ‖g‖ = ‖h‖ := by
  constructor
  · intro hall
    -- the angles 0 and π/8 test the overlap and the lengths separately
    have h1 := hall 0
    have h2 := hall (Real.pi / 8)
    rw [(overlap_and_asymmetry _ g h).1] at h1 h2
    rw [mul_zero, Real.cos_zero, Real.sin_zero] at h1
    rw [show 4 * (Real.pi / 8) = Real.pi / 2 by ring, Real.cos_pi_div_two,
      Real.sin_pi_div_two] at h2
    have hsq : ‖g‖ ^ 2 = ‖h‖ ^ 2 := by linarith
    exact ⟨by linarith, (sq_eq_sq₀ (norm_nonneg g) (norm_nonneg h)).mp hsq⟩
  · rintro ⟨h0, hn⟩ θ
    rw [(overlap_and_asymmetry θ g h).1, h0, hn]
    ring

end

end BranchingPlaneRotation
```

The forward direction evaluates the overlap formula at $0$ and $\pi/8$; the reverse direction substitutes $p=0$ and equal lengths.

```lean
#print axioms BranchingPlaneRotation.rotation_invariants
#print axioms BranchingPlaneRotation.exists_orthogonal_branching_vectors
#print axioms BranchingPlaneRotation.orthogonal_iff_quarter_pi
#print axioms BranchingPlaneRotation.always_orthogonal_iff
```

```
'BranchingPlaneRotation.rotation_invariants' depends on axioms: [propext, Classical.choice, Quot.sound]
'BranchingPlaneRotation.exists_orthogonal_branching_vectors' depends on axioms: [propext, Classical.choice, Quot.sound]
'BranchingPlaneRotation.orthogonal_iff_quarter_pi' depends on axioms: [propext, Classical.choice, Quot.sound]
'BranchingPlaneRotation.always_orthogonal_iff' depends on axioms: [propext, Classical.choice, Quot.sound]
```

For a conical intersection described by this linear model of two real states, the result bears on comparing branching-plane vectors from different electronic-structure calculations: they may differ merely because the degenerate states were mixed differently. Making the vectors orthogonal by mixing the states, and putting the longer one first, fixes both directions up to signs when the resulting lengths differ. The theorems deal with this change of states; the energy gap, the dimension of the crossing seam and the equal-length variant above are not among their conclusions.
